# Third-order energy error bounded by the second-order error of a trial function

A system with Hamiltonian H₀ sits in its nondegenerate, normalised ground state ψ₀, and a perturbation tV is switched on. When the first-order correction ψ₁ is not known exactly, one can take a trial function φ that makes the Hylleraas functional J(φ) as low as practicable. J(φ) lies above the second-order energy E₂ by some excess e. If the same φ is used for the third-order energy E₃, how large is the error? For bounded V, φ orthogonal to ψ₀ and an excitation gap of at least D > 0, the answer is

|⟨φ, (V − E₁)φ⟩ − E₃| ≤ 2K‖ψ₁‖√(e/D) + K e/D,

where E₁ is the first-order energy and K = ‖V − E₁‖.

```lean
import Mathlib

open scoped InnerProductSpace

namespace HylleraasThirdOrder

noncomputable section

variable {E : Type*} [NormedAddCommGroup E] [InnerProductSpace ℂ E]
```

In Lean, `E` is the state space, a complex inner product space of any dimension. It is not an energy.

```lean
/-- The operator `A - a` for a real number `a`. -/
def shifted (A : E →ₗ[ℂ] E) (a : ℝ) : E →ₗ[ℂ] E := A - (a : ℂ) • LinearMap.id
```

`shifted A a` is A − a. Below, G = H₀ − E₀ and W = V − E₁, with E₀ the unperturbed energy.

```lean
/-- The Hylleraas functional
`J(φ) = ⟨φ, (H₀ - E₀) φ⟩ + 2 Re ⟨φ, (V - E₁) ψ₀⟩`, with the real part of the first term taken. -/
def hylleraas (H₀ V : E →ₗ[ℂ] E) (ψ₀ : E) (E₀ E₁ : ℝ) (φ : E) : ℝ :=
  (⟪φ, shifted H₀ E₀ φ⟫_ℂ).re + 2 * (⟪φ, shifted V E₁ ψ₀⟫_ℂ).re
```

This is J(φ) = ⟨φ, Gφ⟩ + 2 Re⟨φ, Wψ₀⟩. For symmetric H₀ the first term is already real.

```lean
/-- The states `ψ` and energies `ε` solve the Rayleigh-Schroedinger equations of orders zero to
three for `H₀ + t V`, with `ψ 0` a unit vector and `ψ 1` orthogonal to it. -/
structure Series (H₀ V : E →ₗ[ℂ] E) (ψ : Fin 4 → E) (ε : Fin 4 → ℝ) : Prop where
  unit : ‖ψ 0‖ = 1
  orth : ⟪ψ 0, ψ 1⟫_ℂ = 0
  order0 : shifted H₀ (ε 0) (ψ 0) = 0
  order1 : shifted H₀ (ε 0) (ψ 1) + shifted V (ε 1) (ψ 0) = 0
  order2 : shifted H₀ (ε 0) (ψ 2) + shifted V (ε 1) (ψ 1) = (ε 2 : ℂ) • ψ 0
  order3 : shifted H₀ (ε 0) (ψ 3) + shifted V (ε 1) (ψ 2)
    = (ε 2 : ℂ) • ψ 1 + (ε 3 : ℂ) • ψ 0
```

`Fin 4 → E` is a list of four vectors, so `ψ 0` to `ψ 3` are ψ₀ to ψ₃, and `ε 0` to `ε 3` are the energies E₀ to E₃. They are assumed to solve

Gψ₀ = 0
Gψ₁ + Wψ₀ = 0
Gψ₂ + Wψ₁ = E₂ψ₀
Gψ₃ + Wψ₂ = E₂ψ₁ + E₃ψ₀

with ‖ψ₀‖ = 1 and ⟨ψ₀, ψ₁⟩ = 0.

```lean
/-- Subtracting a real number from a symmetric operator leaves it symmetric. -/
theorem shifted_symmetric {A : E →ₗ[ℂ] E} (hA : A.IsSymmetric) (a : ℝ) (x y : E) :
    ⟪shifted A a x, y⟫_ℂ = ⟪x, shifted A a y⟫_ℂ := by
  have h : ⟪A x, y⟫_ℂ = ⟪x, A y⟫_ℂ := hA x y
  simp [shifted, h]
```

Since a is real, A − a can be moved across the inner product whenever A can.

```lean
variable {H₀ V : E →ₗ[ℂ] E} {ψ : Fin 4 → E} {ε : Fin 4 → ℝ}

/-- For symmetric `H₀`, the second-order energy is `E₂ = ⟨ψ₀, (V - E₁) ψ₁⟩`. -/
theorem second_order_energy (hH : H₀.IsSymmetric) (s : Series H₀ V ψ ε) :
    ⟪ψ 0, shifted V (ε 1) (ψ 1)⟫_ℂ = (ε 2 : ℂ) := by
  have one : ⟪ψ 0, ψ 0⟫_ℂ = 1 := by
    rw [inner_self_eq_norm_sq_to_K, s.unit]; simp
  have proj : ⟪ψ 0, shifted H₀ (ε 0) (ψ 2)⟫_ℂ = 0 := by
    rw [← shifted_symmetric hH, s.order0, inner_zero_left]
  -- project the second-order equation on the unperturbed state
  have h := congrArg (fun z => ⟪ψ 0, z⟫_ℂ) s.order2
  simp only [inner_add_right, inner_smul_right, proj, one, zero_add, mul_one] at h
  exact h
```

Take the inner product of the second-order equation with ψ₀. The term ⟨ψ₀, Gψ₂⟩ = ⟨Gψ₀, ψ₂⟩ vanishes (`proj`), leaving

E₂ = ⟨ψ₀, Wψ₁⟩.

```lean
/-- For symmetric `H₀` and `V`, the first-order state determines the third-order energy:
`E₃ = ⟨ψ₁, (V - E₁) ψ₁⟩`. -/
theorem third_order_energy (hH : H₀.IsSymmetric) (hV : V.IsSymmetric) (s : Series H₀ V ψ ε) :
    ⟪ψ 1, shifted V (ε 1) (ψ 1)⟫_ℂ = (ε 3 : ℂ) := by
  have one : ⟪ψ 0, ψ 0⟫_ℂ = 1 := by
    rw [inner_self_eq_norm_sq_to_K, s.unit]; simp
  have proj : ⟪ψ 0, shifted H₀ (ε 0) (ψ 3)⟫_ℂ = 0 := by
    rw [← shifted_symmetric hH, s.order0, inner_zero_left]
  have orth' : ⟪ψ 1, ψ 0⟫_ℂ = 0 := inner_eq_zero_symm.mp s.orth
  -- the third-order equation projected on `ψ 0`, the second-order one on `ψ 1`
  have h3 := congrArg (fun z => ⟪ψ 0, z⟫_ℂ) s.order3
  simp only [inner_add_right, inner_smul_right, proj, one, s.orth, zero_add, mul_one,
    mul_zero] at h3
  have h2 := congrArg (fun z => ⟪ψ 1, z⟫_ℂ) s.order2
  simp only [inner_add_right, inner_smul_right, orth', mul_zero] at h2
  -- the first-order equation moves the perturbation from `ψ 0` to `ψ 1`
  have h1 : ⟪ψ 0, shifted V (ε 1) (ψ 2)⟫_ℂ = -⟪ψ 1, shifted H₀ (ε 0) (ψ 2)⟫_ℂ := by
    rw [← shifted_symmetric hV, eq_neg_of_add_eq_zero_right s.order1, inner_neg_left,
      shifted_symmetric hH]
  linear_combination h2 + h3 - h1
```

Three relations are needed, named `h3`, `h2` and `h1` in the proof:

⟨ψ₀, Wψ₂⟩ = E₃
⟨ψ₁, Gψ₂⟩ + ⟨ψ₁, Wψ₁⟩ = 0
⟨ψ₀, Wψ₂⟩ = ⟨Wψ₀, ψ₂⟩ = −⟨Gψ₁, ψ₂⟩ = −⟨ψ₁, Gψ₂⟩

The first two are projections of the third- and second-order equations; the last uses Wψ₀ = −Gψ₁. `linear_combination` combines them into E₃ = ⟨ψ₁, Wψ₁⟩.

```lean
/-- If `H₀ - E₀` is at least `D` on the complement of `ψ₀`, then for symmetric `H₀`, `V` and a trial
function `φ` orthogonal to `ψ₀`, `D ‖φ - ψ₁‖² ≤ J(φ) - E₂`. -/
theorem distance_le_excess (hH : H₀.IsSymmetric) (hV : V.IsSymmetric) (s : Series H₀ V ψ ε)
    {D : ℝ} (gap : ∀ y, ⟪ψ 0, y⟫_ℂ = 0 → D * ‖y‖ ^ 2 ≤ (⟪y, shifted H₀ (ε 0) y⟫_ℂ).re)
    {φ : E} (hφ : ⟪ψ 0, φ⟫_ℂ = 0) :
    D * ‖φ - ψ 1‖ ^ 2 ≤ hylleraas H₀ V (ψ 0) (ε 0) (ε 1) φ - ε 2 := by
  have hW := eq_neg_of_add_eq_zero_right s.order1
  have e2 := second_order_energy hH s
  rw [← shifted_symmetric hV, hW, inner_neg_left, shifted_symmetric hH] at e2
  have e2' := congrArg Complex.re e2
  rw [Complex.neg_re, Complex.ofReal_re] at e2'
  have cross : (⟪ψ 1, shifted H₀ (ε 0) φ⟫_ℂ).re = (⟪φ, shifted H₀ (ε 0) (ψ 1)⟫_ℂ).re := by
    rw [← shifted_symmetric hH, ← inner_conj_symm φ (shifted H₀ (ε 0) (ψ 1)), Complex.conj_re]
  have g := gap (φ - ψ 1) (by rw [inner_sub_right, hφ, s.orth, sub_zero])
  simp only [map_sub, inner_sub_left, inner_sub_right, Complex.sub_re] at g
  rw [hylleraas, hW, inner_neg_right, Complex.neg_re]
  linarith
```

The hypothesis `gap` says that ⟨y, Gy⟩ ≥ D‖y‖² for y orthogonal to ψ₀: every excitation costs at least D. Substituting Wψ₀ = −Gψ₁ gives

E₂ = −⟨ψ₁, Gψ₁⟩
J(φ) = ⟨φ, Gφ⟩ − 2 Re⟨φ, Gψ₁⟩

and therefore

J(φ) − E₂ = ⟨φ − ψ₁, G(φ − ψ₁)⟩ ≥ D‖φ − ψ₁‖².

In the proof, `cross` shows that the two cross terms have equal real parts, and `linarith` collects the result.

```lean
/-- Third-order error bound for symmetric `H₀`, `V`, a gap `D > 0` above `E₀` and a trial function
`φ` orthogonal to `ψ₀`, where `K ≥ 0` bounds the matrix elements of `V - E₁` between unit vectors
orthogonal to `ψ₀`. -/
theorem third_order_error_of_bound (hH : H₀.IsSymmetric) (hV : V.IsSymmetric)
    (s : Series H₀ V ψ ε) {D K : ℝ} (hD : 0 < D) (hK : 0 ≤ K)
    (gap : ∀ y, ⟪ψ 0, y⟫_ℂ = 0 → D * ‖y‖ ^ 2 ≤ (⟪y, shifted H₀ (ε 0) y⟫_ℂ).re)
    (bound : ∀ x y, ⟪ψ 0, x⟫_ℂ = 0 → ⟪ψ 0, y⟫_ℂ = 0 →
      ‖⟪x, shifted V (ε 1) y⟫_ℂ‖ ≤ K * ‖x‖ * ‖y‖)
    {φ : E} (hφ : ⟪ψ 0, φ⟫_ℂ = 0) :
    ‖⟪φ, shifted V (ε 1) φ⟫_ℂ - (ε 3 : ℂ)‖ ≤
      2 * K * ‖ψ 1‖ * √((hylleraas H₀ V (ψ 0) (ε 0) (ε 1) φ - ε 2) / D)
        + K * ((hylleraas H₀ V (ψ 0) (ε 0) (ε 1) φ - ε 2) / D) := by
  have hd : ⟪ψ 0, φ - ψ 1⟫_ℂ = 0 := by rw [inner_sub_right, hφ, s.orth, sub_zero]
  have hsq : ‖φ - ψ 1‖ ^ 2 ≤ (hylleraas H₀ V (ψ 0) (ε 0) (ε 1) φ - ε 2) / D := by
    rw [le_div_iff₀ hD, mul_comm]
    exact distance_le_excess hH hV s gap hφ
  have hroot := (le_abs_self _).trans (Real.abs_le_sqrt hsq)
  -- expand the matrix element about the exact first-order state
  have key : ⟪φ, shifted V (ε 1) φ⟫_ℂ - (ε 3 : ℂ) =
      ⟪ψ 1, shifted V (ε 1) (φ - ψ 1)⟫_ℂ + ⟪φ - ψ 1, shifted V (ε 1) (ψ 1)⟫_ℂ
        + ⟪φ - ψ 1, shifted V (ε 1) (φ - ψ 1)⟫_ℂ := by
    rw [← third_order_energy hH hV s]
    simp only [map_sub, inner_sub_left, inner_sub_right]
    ring
  have b1 := bound _ _ s.orth hd
  have b2 := bound _ _ hd s.orth
  have b3 := bound _ _ hd hd
  rw [key]
  calc _ ≤ _ := norm_add₃_le
    _ ≤ 2 * K * ‖ψ 1‖ * ‖φ - ψ 1‖ + K * ‖φ - ψ 1‖ ^ 2 := by linarith
    _ ≤ _ := by gcongr
```

Here K need only bound the matrix elements of W = V − E₁ between unit vectors orthogonal to ψ₀; the coupling of ψ₀ to the excited states does not enter it. With δ = φ − ψ₁, the step `key` is

⟨φ, Wφ⟩ − E₃ = ⟨ψ₁, Wδ⟩ + ⟨δ, Wψ₁⟩ + ⟨δ, Wδ⟩.

The triangle inequality bounds this by 2K‖ψ₁‖‖δ‖ + K‖δ‖², and the previous theorem gives ‖δ‖² ≤ e/D.

```lean
/-- Third-order error from a trial function: for symmetric `H₀` and bounded symmetric `V`, a gap
`D > 0` above `E₀`, `φ` orthogonal to `ψ₀`, `e = J(φ) - E₂` and `K = ‖V - E₁‖`,
`|⟨φ, (V - E₁) φ⟩ - E₃| ≤ 2 K ‖ψ₁‖ √(e/D) + K e/D`. -/
theorem third_order_error {V : E →L[ℂ] E} (hH : H₀.IsSymmetric)
    (hV : (V : E →ₗ[ℂ] E).IsSymmetric) (s : Series H₀ (V : E →ₗ[ℂ] E) ψ ε) {D : ℝ} (hD : 0 < D)
    (gap : ∀ y, ⟪ψ 0, y⟫_ℂ = 0 → D * ‖y‖ ^ 2 ≤ (⟪y, shifted H₀ (ε 0) y⟫_ℂ).re)
    {φ : E} (hφ : ⟪ψ 0, φ⟫_ℂ = 0) {e K : ℝ}
    (he : e = hylleraas H₀ (V : E →ₗ[ℂ] E) (ψ 0) (ε 0) (ε 1) φ - ε 2)
    (hK : K = ‖V - (ε 1 : ℂ) • ContinuousLinearMap.id ℂ E‖) :
    ‖⟪φ, shifted (V : E →ₗ[ℂ] E) (ε 1) φ⟫_ℂ - (ε 3 : ℂ)‖ ≤
      2 * K * ‖ψ 1‖ * √(e / D) + K * (e / D) := by
  subst he hK
  refine third_order_error_of_bound hH hV s hD (norm_nonneg _) gap (fun x y _ _ => ?_) hφ
  have h := (V - (ε 1 : ℂ) • ContinuousLinearMap.id ℂ E).le_opNorm y
  calc _ ≤ ‖x‖ * ‖shifted (V : E →ₗ[ℂ] E) (ε 1) y‖ := norm_inner_le_norm _ _
    _ ≤ ‖x‖ * (‖V - (ε 1 : ℂ) • ContinuousLinearMap.id ℂ E‖ * ‖y‖) :=
        mul_le_mul_of_nonneg_left h (norm_nonneg _)
    _ = _ := by ring
```

This is the bound stated at the start. The type `E →L[ℂ] E` makes V a bounded operator, which includes every Hermitian matrix. By Cauchy–Schwarz, the operator norm of W is an admissible K.

In electronic structure, the bound applies to a gapped ground state in a finite basis, where H₀ and V are matrices, and limits the error in E₃ caused by incomplete optimisation of the first-order function. When E₂ and ψ₁ are not known exactly, a numerical value of the bound needs upper estimates of e and ‖ψ₁‖. The Lean theorem takes H₀ to be defined on all of `E`, which the unbounded Hamiltonian on a full Hilbert space is not. In a finite basis, E₂ and E₃ belong to that basis; passing to the complete-basis energies is a separate step.

```lean
/-- The two-level operator with real symmetric matrix `(a, b; b, d)`. -/
def twoLevel (a b d : ℝ) : EuclideanSpace ℂ (Fin 2) →ₗ[ℂ] EuclideanSpace ℂ (Fin 2) where
  toFun x := !₂[a * x 0 + b * x 1, b * x 0 + d * x 1]
  map_add' x y := by ext i; fin_cases i <;> simp <;> ring
  map_smul' c x := by ext i; fin_cases i <;> simp <;> ring
```

This is a real symmetric 2 × 2 matrix acting on ℂ².

```lean
/-- The two-level system `H₀ = (0, 0; 0, 1)`, `V = (0, 1; 1, 1)` meets all the hypotheses of the
error bound `third_order_error_of_bound` with `D = K = 1`. -/
theorem twoLevel_witness :
    (twoLevel 0 0 1).IsSymmetric ∧ (twoLevel 0 1 1).IsSymmetric ∧
    Series (twoLevel 0 0 1) (twoLevel 0 1 1)
      ![!₂[1, 0], !₂[0, -1], !₂[0, 1], 0] ![0, 0, -1, 1] ∧
    (∀ y, ⟪!₂[1, 0], y⟫_ℂ = 0 → 1 * ‖y‖ ^ 2 ≤ (⟪y, shifted (twoLevel 0 0 1) 0 y⟫_ℂ).re) ∧
    (∀ x y, ⟪!₂[1, 0], x⟫_ℂ = 0 → ⟪!₂[1, 0], y⟫_ℂ = 0 →
      ‖⟪x, shifted (twoLevel 0 1 1) 0 y⟫_ℂ‖ ≤ 1 * ‖x‖ * ‖y‖) := by
  have zero : ∀ y : EuclideanSpace ℂ (Fin 2), ⟪!₂[1, 0], y⟫_ℂ = 0 → y 0 = 0 := by
    intro y h
    simpa [PiLp.inner_apply, Fin.sum_univ_two] using h
  refine ⟨fun x y => ?_, fun x y => ?_, ⟨?_, ?_, ?_, ?_, ?_, ?_⟩, fun y h => ?_,
    fun x y hx hy => ?_⟩
  · simp [twoLevel, PiLp.inner_apply, Fin.sum_univ_two]
  · simp [twoLevel, PiLp.inner_apply, Fin.sum_univ_two]
    ring
  · simp [EuclideanSpace.norm_eq, Fin.sum_univ_two]
  · simp [PiLp.inner_apply, Fin.sum_univ_two]
  · ext i; fin_cases i <;> simp [shifted, twoLevel]
  · ext i; fin_cases i <;> simp [shifted, twoLevel]
  · ext i; fin_cases i <;> simp [shifted, twoLevel]
  · ext i; fin_cases i <;> simp [shifted, twoLevel]
  · -- on the complement of the ground state `H₀` is the identity
    have hy : shifted (twoLevel 0 0 1) 0 y = y := by
      ext i; fin_cases i <;> simp [shifted, twoLevel, zero y h]
    rw [hy, one_mul]
    exact (inner_self_eq_norm_sq (𝕜 := ℂ) y).ge
  · have hxy : ⟪x, shifted (twoLevel 0 1 1) 0 y⟫_ℂ = ⟪x, y⟫_ℂ := by
      simp [shifted, twoLevel, PiLp.inner_apply, Fin.sum_univ_two, zero x hx, zero y hy]
    rw [hxy, one_mul]
    exact norm_inner_le_norm x y
```

The example has ψ₀ = (1, 0), ψ₁ = (0, −1), ψ₂ = (0, 1), ψ₃ = 0 and energies 0, 0, −1, 1. A vector orthogonal to ψ₀ has zero first component. Between such vectors H₀ and V both act as the identity, so D = K = 1. This K is the restricted constant; the full norm of V is larger.

```lean
/-- In the two-level system `H₀ = (0, 0; 0, 1)`, `V = (0, 1; 1, 1)`, where `E₂ = -1` and `E₃ = 1`,
the trial functions `(1 + c) ψ₁` with `c ≥ 0` attain equality in `third_order_error_of_bound` with
`D = K = 1`. -/
theorem twoLevel_sharp {c : ℝ} (hc : 0 ≤ c) {φ ψ₁ : EuclideanSpace ℂ (Fin 2)}
    (hψ : ψ₁ = !₂[0, -1]) (hφ : φ = !₂[0, -(1 + (c : ℂ))]) {e : ℝ}
    (he : e = hylleraas (twoLevel 0 0 1) (twoLevel 0 1 1) !₂[1, 0] 0 0 φ - (-1)) :
    ‖⟪φ, shifted (twoLevel 0 1 1) 0 φ⟫_ℂ - 1‖ = 2 * ‖ψ₁‖ * √e + e := by
  have hn : ‖ψ₁‖ = 1 := by
    rw [hψ]; simp [EuclideanSpace.norm_eq, Fin.sum_univ_two]
  have hJ : e = c ^ 2 := by
    have h0 : φ 0 = 0 := by rw [hφ]; simp
    have h1 : φ 1 = ((-(1 + c) : ℝ) : ℂ) := by rw [hφ]; simp
    have hH : shifted (twoLevel 0 0 1) 0 φ = φ := by
      ext i; fin_cases i <;> simp [shifted, twoLevel, h0]
    -- the unperturbed term is the squared norm of the trial function
    have hA : (⟪φ, shifted (twoLevel 0 0 1) 0 φ⟫_ℂ).re = (1 + c) ^ 2 := by
      rw [hH]
      refine (inner_self_eq_norm_sq (𝕜 := ℂ) φ).trans ?_
      rw [EuclideanSpace.norm_sq_eq, Fin.sum_univ_two, h0, h1, norm_zero, Complex.norm_real,
        Real.norm_eq_abs, sq_abs]
      ring
    have hB : (⟪φ, shifted (twoLevel 0 1 1) 0 !₂[1, 0]⟫_ℂ).re = -(1 + c) := by
      simp [shifted, twoLevel, PiLp.inner_apply, Fin.sum_univ_two, h0, h1]
    rw [he, hylleraas, hA, hB]
    ring
  have hW : ⟪φ, shifted (twoLevel 0 1 1) 0 φ⟫_ℂ - 1 = ((2 * c + c ^ 2 : ℝ) : ℂ) := by
    rw [hφ]
    simp [shifted, twoLevel, PiLp.inner_apply, Fin.sum_univ_two]
    ring
  rw [hW, hn, hJ, Complex.norm_real, Real.norm_of_nonneg (by positivity), Real.sqrt_sq hc]
  ring

end

end HylleraasThirdOrder
```

For φ = (1 + c)ψ₁ with c ≥ 0,

e = (1 + c)² − 2(1 + c) + 1 = c²
⟨φ, Wφ⟩ − E₃ = (1 + c)² − 1 = 2c + c² = 2√e + e.

Since ‖ψ₁‖ = 1, this is equality in the bound with the restricted K. For small e the third-order error here is of order √e, much larger than the second-order error.

```lean
#print axioms HylleraasThirdOrder.third_order_error_of_bound
#print axioms HylleraasThirdOrder.third_order_error
#print axioms HylleraasThirdOrder.twoLevel_sharp
```

```
'HylleraasThirdOrder.third_order_error_of_bound' depends on axioms: [propext, Classical.choice, Quot.sound]
'HylleraasThirdOrder.third_order_error' depends on axioms: [propext, Classical.choice, Quot.sound]
'HylleraasThirdOrder.twoLevel_sharp' depends on axioms: [propext, Classical.choice, Quot.sound]
```
